# Temperley–Lieb bond operators commute with twisted ladder sums on an open qubit chain

After diagonalising an open XXZ-type chain in one magnetisation sector, I would like to apply a ladder operator to each eigenvector and obtain, unless the result is zero, an eigenvector of the same energy in the next sector. With anisotropy the ordinary total spin ladder fails, but a twisted one should work if the chain also has suitable fields along $z$ (imaginary ones for some anisotropies), which for equal couplings are needed only at its two ends.

Take nonzero complex $s$ and $q=s^2$. Let $e_j$ act on neighbouring qubits, as zero on $|00\rangle,|11\rangle$ and as $\begin{pmatrix}q^{-1}&-1\\-1&q\end{pmatrix}$ on $|01\rangle,|10\rangle$. With $K=\mathrm{diag}(s^{-1},s)$ and $a=\begin{pmatrix}0&1\\0&0\end{pmatrix}$, the claim is that every $e_j$ commutes with the sum over $k$ of $K^{-1}$ before site $k$, $a$ at $k$ and $K$ after $k$. Can this be made rigorous for every chain length and checked by machine?

## Cancellation on one bond

Yes. The argument works for any off-diagonal $b=\begin{pmatrix}0&\beta\\\gamma&0\end{pmatrix}$, so it covers $a$ and its transpose together. Number the sites $0,\dots,n$, let $e_j$ act on sites $j,j+1$, and write

$$G_b=\sum_{k=0}^{n}K^{-1}\otimes\cdots\otimes K^{-1}\otimes \underset{k}{b}\otimes K\otimes\cdots\otimes K .$$

On two qubits, let $e$ be the bond operator and $D=b\otimes K+K^{-1}\otimes b$. Since $b|0\rangle=\gamma|1\rangle$ and $b|1\rangle=\beta|0\rangle$,

$$D|00\rangle=\gamma u,\qquad D|11\rangle=\beta u,\qquad u=s|01\rangle+s^{-1}|10\rangle,$$
$$D|01\rangle=s(\beta|00\rangle+\gamma|11\rangle),\qquad D|10\rangle=s^{-1}(\beta|00\rangle+\gamma|11\rangle).$$

The components of $eu$ are $q^{-1}s-s^{-1}=0$ and $-s+qs^{-1}=0$. As $e$ also kills $|00\rangle$ and $|11\rangle$, we get $eD=0$. In the other order, the image of $e$ is spanned by $v=q^{-1}|01\rangle-|10\rangle$, and

$$Dv=(q^{-1}s-s^{-1})(\beta|00\rangle+\gamma|11\rangle)=0,$$

so $De=0$.

In the chain, the terms $k=j$ and $k=j+1$ of $G_b$ have the same factors away from the bond. Their sum is therefore $D$ on the bond times common factors elsewhere, and $e_j$ annihilates it from both sides.

Every other term has equal twists on the bond: $K\otimes K$ if $k<j$, and $K^{-1}\otimes K^{-1}$ if $k>j+1$. Either product multiplies $|01\rangle$ and $|10\rangle$ by $1$ and is diagonal on $|00\rangle,|11\rangle$, where $e$ vanishes. It therefore commutes with $e$. Adding all terms gives $[e_j,G_b]=0$, and by linearity $H=\sum_jJ_je_j$ commutes with $G_b$ for any couplings $J_j$.

**A case with numbers.** For $s=2$, $q=4$ and $b=a$, the twisted operator sends $|11\rangle$ to $2|01\rangle+\tfrac12|10\rangle$, which is $(4|01\rangle+|10\rangle)/\sqrt{17}$ after normalisation. Applying $e$ gives components $\tfrac14\cdot2-\tfrac12=0$ and $-2+4\cdot\tfrac12=0$, so the zero energy of $|11\rangle$ is preserved. The untwisted ladder gives $|01\rangle+|10\rangle$, which $e$ sends to $-\tfrac34|01\rangle+3|10\rangle$.

## What the Lean theorems say

`tlGen_commute_chainGen` states that for every `s : ℂˣ`, all complex `β γ` and every bond `j : Fin n`, the matrices `tlGen s j` and `chainGen n s (ladder β γ)` commute. They represent $e_j$ and $G_b$. The type `ℂˣ` of invertible complex numbers carries the condition $s\neq0$.

The chain has `n + 1` qubits, and its basis states are functions `Fin (n + 1) → Fin 2`. The entry at `σ τ` is the amplitude from configuration `τ` to `σ`. Bond `j` joins `j.castSucc`, which is site $j$, to `j.succ`, which is site $j+1$. `siteProd` is a tensor product of one-qubit matrices, while `onBond` puts a two-qubit matrix on a bond and one-qubit matrices elsewhere. For `n = 0` there is one qubit, no bond and $H=0$.

`hamiltonian_symmetry` gives the commutation of $H$ with $G_a$, $G_{a^{T}}$ and $K\otimes\cdots\otimes K$. `untwisted_commutes_iff` says that on two qubits $a\otimes1+1\otimes a$ commutes with $e$ exactly when $q=1$.

These are commutation statements for a finite open chain. The relations of the quantum group $U_q(\mathfrak{sl}_2)$ among $G_a$, $G_{a^T}$ and $K\otimes\cdots\otimes K$, the Temperley–Lieb relations among the $e_j$ and the multiplicities of energy levels are not treated. Nor is $H$ assumed Hermitian; it is when $q$ and all $J_j$ are real. With all couplings equal to $J\neq0$ and Pauli matrices $X,Y,Z$, it is, up to an additive constant, the XXZ chain $-\tfrac J2\sum_j(X_jX_{j+1}+Y_jY_{j+1}+\Delta Z_jZ_{j+1})+\tfrac J4(q^{-1}-q)(Z_0-Z_n)$ with $\Delta=(q+q^{-1})/2$. For real $J$ and $-1<\Delta<1$, $q$ is a non-real phase, so the end fields are imaginary and $H$ is not Hermitian. For this finite open model the symmetry offers a check on numerical spectra and eigenvectors.

The twist could also have been placed on one side only, with $1$ before site $k$, $a$ at $k$ and $K^2=\mathrm{diag}(q^{-1},q)$ after it. That sum equals $s\,(K\otimes\cdots\otimes K)\,G_a$, so it has the same symmetry property. The statement would then need only $q$ and no choice of square root, at the price of treating the two ends of the chain less evenly.

```lean
import Mathlib

open Matrix
open scoped Kronecker

namespace QuantumGroupChain

noncomputable section

variable {n : ℕ}

/-- The twist `K = diag(s⁻¹, s)` on one qubit. -/
def twist (s : ℂˣ) : Matrix (Fin 2) (Fin 2) ℂ := !![(s : ℂ)⁻¹, 0; 0, (s : ℂ)]

/-- The off-diagonal one-qubit operator with entries `β` (from 1 to 0) and `γ` (from 0 to 1). -/
def ladder (β γ : ℂ) : Matrix (Fin 2) (Fin 2) ℂ := !![0, β; γ, 0]

/-- The two-qubit operator that vanishes on 00 and 11 and acts as `[[q⁻¹, -1], [-1, q]]`
on 01, 10, where `q = s ^ 2`. -/
def bondTL (s : ℂˣ) : Matrix (Fin 2 × Fin 2) (Fin 2 × Fin 2) ℂ :=
  Matrix.of fun x y =>
    if x = (0, 1) ∧ y = (0, 1) then ((s : ℂ) ^ 2)⁻¹
    else if x = (1, 0) ∧ y = (1, 0) then (s : ℂ) ^ 2
    else if (x = (0, 1) ∧ y = (1, 0)) ∨ (x = (1, 0) ∧ y = (0, 1)) then -1
    else 0

/-- The sites of the chain other than `j` and `j + 1`. -/
def rest (j : Fin n) : Finset (Fin (n + 1)) :=
  (Finset.univ.erase j.castSucc).erase j.succ

/-- The tensor product of one-qubit operators, `M k` acting on site `k`. -/
def siteProd (M : Fin (n + 1) → Matrix (Fin 2) (Fin 2) ℂ) :
    Matrix (Fin (n + 1) → Fin 2) (Fin (n + 1) → Fin 2) ℂ :=
  Matrix.of fun σ τ => ∏ k, M k (σ k) (τ k)

/-- The two-qubit operator `h` on sites `j, j + 1`, times `M k` on every other site `k`. -/
def onBond (j : Fin n) (h : Matrix (Fin 2 × Fin 2) (Fin 2 × Fin 2) ℂ)
    (M : Fin (n + 1) → Matrix (Fin 2) (Fin 2) ℂ) :
    Matrix (Fin (n + 1) → Fin 2) (Fin (n + 1) → Fin 2) ℂ :=
  Matrix.of fun σ τ => h (σ j.castSucc, σ j.succ) (τ j.castSucc, τ j.succ) *
    ∏ k ∈ rest j, M k (σ k) (τ k)

/-- The generator `e_j`: `bondTL` on sites `j, j + 1` and the identity elsewhere. -/
def tlGen (s : ℂˣ) (j : Fin n) : Matrix (Fin (n + 1) → Fin 2) (Fin (n + 1) → Fin 2) ℂ :=
  onBond j (bondTL s) fun _ => 1

/-- The one-qubit factor at site `i`: `K⁻¹` before site `k`, `b` at `k`, `K` after `k`. -/
def profile (s : ℂˣ) (b : Matrix (Fin 2) (Fin 2) ℂ) (k i : Fin (n + 1)) :
    Matrix (Fin 2) (Fin 2) ℂ :=
  if (i : ℕ) < (k : ℕ) then twist s⁻¹ else if (i : ℕ) = (k : ℕ) then b else twist s

/-- The chain operator `∑ k, K⁻¹ ⊗ ⋯ ⊗ K⁻¹ ⊗ b ⊗ K ⊗ ⋯ ⊗ K` with `b` at site `k`. -/
def chainGen (n : ℕ) (s : ℂˣ) (b : Matrix (Fin 2) (Fin 2) ℂ) :
    Matrix (Fin (n + 1) → Fin 2) (Fin (n + 1) → Fin 2) ℂ :=
  ∑ k, siteProd (profile s b k)

/-- The open-chain Hamiltonian `∑ j, J j • e_j` with arbitrary bond couplings. -/
def hamiltonian (s : ℂˣ) (J : Fin n → ℂ) :
    Matrix (Fin (n + 1) → Fin 2) (Fin (n + 1) → Fin 2) ℂ :=
  ∑ j, J j • tlGen s j

/-- The twist with parameter `s⁻¹` is the inverse of the twist with parameter `s`. -/
theorem twist_mul_twist_inv (s : ℂˣ) : twist s * twist s⁻¹ = 1 := by
  have hs := s.ne_zero
  ext i j
  fin_cases i <;> fin_cases j <;> simp [twist, Matrix.mul_apply, Fin.sum_univ_two]

/-- A product over all sites splits into the two sites of a bond and the remaining sites. -/
@[to_additive]
theorem prod_split {R : Type*} [CommMonoid R] (j : Fin n) (f : Fin (n + 1) → R) :
    ∏ k, f k = f j.castSucc * f j.succ * ∏ k ∈ rest j, f k := by
  have h : j.succ ∈ Finset.univ.erase j.castSucc :=
    Finset.mem_erase.2 ⟨fun h => by have := congrArg Fin.val h; simp at this,
      Finset.mem_univ _⟩
  rw [rest, mul_assoc, Finset.mul_prod_erase _ f h,
    Finset.mul_prod_erase _ f (Finset.mem_univ _)]

/-- If the summand is a function of the two bond bits times one factor for each remaining site, its
sum over bit configurations factorises into a sum over the bond and one sum for each remaining site.
-/
theorem sum_config (j : Fin n) (g : Fin 2 → Fin 2 → ℂ) (f : Fin (n + 1) → Fin 2 → ℂ) :
    ∑ ρ : Fin (n + 1) → Fin 2, g (ρ j.castSucc) (ρ j.succ) * ∏ k ∈ rest j, f k (ρ k) =
      (∑ c, ∑ d, g c d) * ∏ k ∈ rest j, ∑ x, f k x := by
  -- first fix the two bits on the bond
  have key : ∀ c d : Fin 2, ∑ ρ : Fin (n + 1) → Fin 2,
      (if ρ j.castSucc = c then (1 : ℂ) else 0) * (if ρ j.succ = d then (1 : ℂ) else 0) *
        ∏ k ∈ rest j, f k (ρ k) = ∏ k ∈ rest j, ∑ x, f k x := by
    intro c d
    have hne : j.succ ≠ j.castSucc := fun h => by
      have := congrArg Fin.val h
      simp at this
    obtain ⟨F, hF⟩ : ∃ F : Fin (n + 1) → Fin 2 → ℂ, F = fun k x =>
      if k = j.castSucc then (if x = c then 1 else 0)
      else if k = j.succ then (if x = d then 1 else 0) else f k x := ⟨_, rfl⟩
    have h1 : ∀ x, F j.castSucc x = if x = c then 1 else 0 := fun x => by simp [hF]
    have h2 : ∀ x, F j.succ x = if x = d then 1 else 0 := fun x => by simp [hF, hne]
    have h3 : ∀ k ∈ rest j, ∀ x, F k x = f k x := by
      intro k hk x
      simp only [rest, Finset.mem_erase] at hk
      simp [hF, hk.1, hk.2.1]
    calc _ = ∑ ρ : Fin (n + 1) → Fin 2, ∏ k, F k (ρ k) := by
          refine Finset.sum_congr rfl fun ρ _ => ?_
          rw [prod_split j (fun k => F k (ρ k)), h1, h2,
            Finset.prod_congr rfl fun k hk => h3 k hk (ρ k)]
      _ = ∏ k, ∑ x, F k x := by rw [Finset.prod_univ_sum, Fintype.piFinset_univ]
      _ = _ := by
          rw [prod_split j (fun k => ∑ x, F k x),
            Finset.prod_congr rfl fun k hk => Finset.sum_congr rfl fun x _ => h3 k hk x]
          simp only [h1, h2, Finset.sum_ite_eq', Finset.mem_univ, if_true, one_mul]
  calc _ = ∑ ρ : Fin (n + 1) → Fin 2, ∑ c, ∑ d, g c d *
        ((if ρ j.castSucc = c then (1 : ℂ) else 0) * (if ρ j.succ = d then (1 : ℂ) else 0) *
          ∏ k ∈ rest j, f k (ρ k)) := by
        refine Finset.sum_congr rfl fun ρ _ => ?_
        generalize ∏ k ∈ rest j, f k (ρ k) = P
        generalize ρ j.castSucc = a
        generalize ρ j.succ = b
        fin_cases a <;> fin_cases b <;> simp
    _ = ∑ c, ∑ d, g c d * ∏ k ∈ rest j, ∑ x, f k x := by
        refine Finset.sum_comm.trans (Finset.sum_congr rfl fun c _ =>
          Finset.sum_comm.trans (Finset.sum_congr rfl fun d _ => ?_))
        rw [← Finset.mul_sum, key]
    _ = _ := by simp only [Finset.sum_mul]

/-- Two operators of bond form on the same bond `j` multiply factor by factor. -/
theorem onBond_mul (j : Fin n) (h h' : Matrix (Fin 2 × Fin 2) (Fin 2 × Fin 2) ℂ)
    (M M' : Fin (n + 1) → Matrix (Fin 2) (Fin 2) ℂ) :
    onBond j h M * onBond j h' M' = onBond j (h * h') fun k => M k * M' k := by
  ext σ τ
  simp only [onBond, Matrix.mul_apply, Matrix.of_apply, Fintype.sum_prod_type]
  refine Eq.trans ?_ (sum_config j
    (fun c d => h (σ j.castSucc, σ j.succ) (c, d) * h' (c, d) (τ j.castSucc, τ j.succ))
    (fun k x => M k (σ k) x * M' k x (τ k)))
  refine Finset.sum_congr rfl fun ρ _ => ?_
  simp only [Finset.prod_mul_distrib]
  ring

/-- If `h` commutes with `bondTL` on two qubits, then `e_j` commutes with `h` placed on
sites `j, j + 1` times any one-qubit operators elsewhere. -/
theorem tlGen_commute_onBond (s : ℂˣ) (j : Fin n)
    {h : Matrix (Fin 2 × Fin 2) (Fin 2 × Fin 2) ℂ} (hc : bondTL s * h = h * bondTL s)
    (M : Fin (n + 1) → Matrix (Fin 2) (Fin 2) ℂ) : Commute (tlGen s j) (onBond j h M) := by
  change tlGen s j * onBond j h M = onBond j h M * tlGen s j
  rw [tlGen, onBond_mul, onBond_mul, hc]
  simp only [one_mul, mul_one]

/-- `e_j` commutes with a product operator that has the same twist on sites `j` and `j + 1`. -/
theorem tlGen_commute_siteProd (s t : ℂˣ) (j : Fin n)
    (M : Fin (n + 1) → Matrix (Fin 2) (Fin 2) ℂ)
    (h1 : M j.castSucc = twist t) (h2 : M j.succ = twist t) :
    Commute (tlGen s j) (siteProd M) := by
  have hM : siteProd M = onBond j (twist t ⊗ₖ twist t) M := by
    ext σ τ
    simp only [siteProd, onBond, Matrix.of_apply, Matrix.kroneckerMap_apply]
    rw [prod_split j (fun k => M k (σ k) (τ k)), h1, h2]
  rw [hM]
  refine tlGen_commute_onBond s j ?_ M
  ext ⟨a, b⟩ ⟨c, d⟩
  fin_cases a <;> fin_cases b <;> fin_cases c <;> fin_cases d <;>
    simp [bondTL, twist, Matrix.mul_apply, Fintype.sum_prod_type, Fin.sum_univ_two]

/-- On two qubits, `bondTL` times `b ⊗ K + K⁻¹ ⊗ b` vanishes in either order, for
off-diagonal `b`. -/
theorem bondTL_annihilates (s : ℂˣ) (β γ : ℂ) :
    bondTL s * (ladder β γ ⊗ₖ twist s + twist s⁻¹ ⊗ₖ ladder β γ) = 0 ∧
      (ladder β γ ⊗ₖ twist s + twist s⁻¹ ⊗ₖ ladder β γ) * bondTL s = 0 := by
  have hs := s.ne_zero
  constructor <;> ext ⟨a, b⟩ ⟨c, d⟩ <;>
    fin_cases a <;> fin_cases b <;> fin_cases c <;> fin_cases d <;>
    simp [bondTL, twist, ladder, Matrix.mul_apply, Fintype.sum_prod_type, Fin.sum_univ_two]
  all_goals try field_simp
  all_goals try ring

/-- Every `e_j` commutes with `∑ k, K⁻¹ ⊗ ⋯ ⊗ K⁻¹ ⊗ b ⊗ K ⊗ ⋯ ⊗ K`, for every off-diagonal
one-qubit operator `b` and any chain length. -/
theorem tlGen_commute_chainGen (s : ℂˣ) (β γ : ℂ) (j : Fin n) :
    Commute (tlGen s j) (chainGen n s (ladder β γ)) := by
  have c1 : (j.castSucc : ℕ) = j := rfl
  have c2 : (j.succ : ℕ) = j + 1 := rfl
  have hrest : ∀ i ∈ rest j, (i : ℕ) ≠ j ∧ (i : ℕ) ≠ j + 1 := by
    intro i hi
    simp only [rest, Finset.mem_erase] at hi
    exact ⟨fun h => hi.2.1 (Fin.ext h), fun h => hi.1 (Fin.ext h)⟩
  rw [chainGen, sum_split j (fun k => siteProd (profile s (ladder β γ) k))]
  refine Commute.add_right ?_ (Commute.sum_right _ _ _ fun k hk => ?_)
  · -- the terms at `j` and `j + 1` combine into the two-site generator
    have v1 : profile s (ladder β γ) j.castSucc j.castSucc = ladder β γ := by
      simp only [profile]; split_ifs <;> first | omega | rfl
    have v2 : profile s (ladder β γ) j.castSucc j.succ = twist s := by
      simp only [profile]; split_ifs <;> first | omega | rfl
    have v3 : profile s (ladder β γ) j.succ j.castSucc = twist s⁻¹ := by
      simp only [profile]; split_ifs <;> first | omega | rfl
    have v4 : profile s (ladder β γ) j.succ j.succ = ladder β γ := by
      simp only [profile]; split_ifs <;> first | omega | rfl
    have hr : ∀ i ∈ rest j,
        profile s (ladder β γ) j.succ i = profile s (ladder β γ) j.castSucc i := by
      intro i hi
      have := hrest i hi
      simp only [profile]
      split_ifs <;> first | omega | rfl
    have hp : siteProd (profile s (ladder β γ) j.castSucc) +
        siteProd (profile s (ladder β γ) j.succ) =
        onBond j (ladder β γ ⊗ₖ twist s + twist s⁻¹ ⊗ₖ ladder β γ)
          (profile s (ladder β γ) j.castSucc) := by
      ext σ τ
      simp only [siteProd, onBond, Matrix.add_apply, Matrix.of_apply,
        Matrix.kroneckerMap_apply]
      rw [prod_split j (fun i => profile s (ladder β γ) j.castSucc i (σ i) (τ i)),
        prod_split j (fun i => profile s (ladder β γ) j.succ i (σ i) (τ i)), v1, v2, v3, v4,
        Finset.prod_congr rfl fun i hi => congrFun (congrFun (hr i hi) (σ i)) (τ i)]
      ring
    rw [hp]
    obtain ⟨hl, hr'⟩ := bondTL_annihilates s β γ
    exact tlGen_commute_onBond s j (hl.trans hr'.symm) _
  · -- every other term has equal twists on the bond
    have hk' := hrest k hk
    rcases lt_or_ge (k : ℕ) (j : ℕ) with h | h
    · apply tlGen_commute_siteProd s s j <;> simp only [profile] <;> split_ifs <;>
        first | omega | rfl
    · apply tlGen_commute_siteProd s s⁻¹ j <;> simp only [profile] <;> split_ifs <;>
        first | omega | rfl

/-- The Hamiltonian `∑ j, J j • e_j` commutes with the chain generators built from
`[[0,1],[0,0]]` and `[[0,0],[1,0]]`, and with `K ⊗ ⋯ ⊗ K`. -/
theorem hamiltonian_symmetry (s : ℂˣ) (J : Fin n → ℂ) :
    Commute (hamiltonian s J) (chainGen n s (ladder 1 0)) ∧
      Commute (hamiltonian s J) (chainGen n s (ladder 0 1)) ∧
      Commute (hamiltonian s J) (siteProd fun _ => twist s) :=
  ⟨Commute.sum_left _ _ _ fun j _ => (tlGen_commute_chainGen s 1 0 j).smul_left (J j),
    Commute.sum_left _ _ _ fun j _ => (tlGen_commute_chainGen s 0 1 j).smul_left (J j),
    Commute.sum_left _ _ _ fun j _ =>
      (tlGen_commute_siteProd s s j _ rfl rfl).smul_left (J j)⟩

/-- On two qubits, the untwisted sum `a ⊗ 1 + 1 ⊗ a` with `a = [[0,1],[0,0]]` commutes with
`bondTL` exactly when `q = s ^ 2 = 1`. -/
theorem untwisted_commutes_iff (s : ℂˣ) :
    bondTL s * (ladder 1 0 ⊗ₖ 1 + 1 ⊗ₖ ladder 1 0) =
      (ladder 1 0 ⊗ₖ 1 + 1 ⊗ₖ ladder 1 0) * bondTL s ↔ (s : ℂ) ^ 2 = 1 := by
  constructor
  · intro h
    -- compare the amplitudes from 01 to 00
    have e1 : (bondTL s * (ladder 1 0 ⊗ₖ (1 : Matrix (Fin 2) (Fin 2) ℂ) +
        (1 : Matrix (Fin 2) (Fin 2) ℂ) ⊗ₖ ladder 1 0) :
        Matrix (Fin 2 × Fin 2) (Fin 2 × Fin 2) ℂ) (0, 0) (0, 1) = 0 := by
      simp [bondTL, Matrix.mul_apply]
    have e2 : ((ladder 1 0 ⊗ₖ (1 : Matrix (Fin 2) (Fin 2) ℂ) +
        (1 : Matrix (Fin 2) (Fin 2) ℂ) ⊗ₖ ladder 1 0) * bondTL s :
        Matrix (Fin 2 × Fin 2) (Fin 2 × Fin 2) ℂ) (0, 0) (0, 1) =
        ((s : ℂ) ^ 2)⁻¹ - 1 := by
      simp [bondTL, ladder, Matrix.mul_apply, Fintype.sum_prod_type, Fin.sum_univ_two,
        sub_eq_add_neg]
    rw [h, e2] at e1
    exact inv_eq_one.1 (sub_eq_zero.1 e1)
  · intro hs
    ext ⟨a, b⟩ ⟨c, d⟩
    fin_cases a <;> fin_cases b <;> fin_cases c <;> fin_cases d <;>
      simp [bondTL, ladder, Matrix.mul_apply, Fintype.sum_prod_type, Fin.sum_univ_two, hs]

end

end QuantumGroupChain
```

```lean
#print axioms QuantumGroupChain.twist_mul_twist_inv
#print axioms QuantumGroupChain.tlGen_commute_chainGen
#print axioms QuantumGroupChain.hamiltonian_symmetry
#print axioms QuantumGroupChain.untwisted_commutes_iff
```

```
'QuantumGroupChain.twist_mul_twist_inv' depends on axioms: [propext, Classical.choice, Quot.sound]
'QuantumGroupChain.tlGen_commute_chainGen' depends on axioms: [propext, Classical.choice, Quot.sound]
'QuantumGroupChain.hamiltonian_symmetry' depends on axioms: [propext, Classical.choice, Quot.sound]
'QuantumGroupChain.untwisted_commutes_iff' depends on axioms: [propext, Classical.choice, Quot.sound]
```

## From bond entries to the whole chain

`twist_mul_twist_inv` confirms that `twist s⁻¹` is $K^{-1}$. `prod_split` separates the two bond sites from a product over the chain, and its automatically generated additive version `sum_split` later does the same for the sum over $k$.

Matrix multiplication sums over intermediate configurations. `sum_config` factorises that sum: it fixes the two bond bits with indicator functions, exchanges the sum and product over sites, and then sums over the bond bits. `onBond_mul` follows, so two operators of the form `onBond` on the same bond multiply factor by factor. `tlGen_commute_onBond` thereby reduces commutation on the chain to commutation of two $4\times4$ matrices.

There are two such matrix checks. `tlGen_commute_siteProd` handles equal twists, and `bondTL_annihilates` proves $eD=De=0$. In both, `fin_cases` runs through the sixteen entries; in the second, `field_simp` and `ring` settle the remaining identities in $s$.

The main proof splits $G_b$ as in the derivation. The facts `v1` to `v4` read off the factors on the bond, `hr` shows that the two special terms agree elsewhere, and `hp` combines them into $D$. For the remaining $k$, the proof separates sites before the bond from those after it, with `omega` deciding the comparisons of site numbers. `hamiltonian_symmetry` then sums over bonds with scalar couplings.

For the untwisted ladder, the forward direction compares amplitudes from $|01\rangle$ to $|00\rangle$. They are $0$ when $e$ acts last and $q^{-1}-1$ when it acts first, which forces $q=1$. The converse is another check of sixteen entries.
